# At any positive bias below the critical current, a Josephson junction can both rest and run if its damping is weak enough

## One junction at half its critical current

A Josephson junction carries half of its critical current. It can do so at zero voltage, with the phase difference $\varphi$ between its two superconductors fixed at $\pi/6$. Can it also sustain a voltage at the same current?

In reduced units, let the damping be $0.1$. The phase and the voltage $v=\varphi'$ then obey
$$v' = 0.5 - 0.1\,v - \sin\varphi .$$
A constant floor under the voltage does not work: at $v=2$ and $\varphi=\pi/2$ the right-hand side is $-0.7$. A floor that moves with the phase does. On the curve $v = 2+\tfrac12\cos\varphi$, the excess $v-2-\tfrac12\cos\varphi$ changes at the rate
$$0.5-0.1\left(2+\tfrac12\cos\varphi\right)+\tfrac14\sin\varphi\cos\varphi\;\ge\;0.5-0.25-0.125>0 .$$
The voltage can therefore cross the curve only upwards. A junction started on it keeps $v\ge 1.5$, and its phase runs away.

## The junction equation and its units

For a junction with capacitance $C$, constant shunt resistance $R$ and critical current $I_c$, measure time in units of $1/\omega_p$, where $\omega_p=\sqrt{2eI_c/(\hbar C)}$. Then
$$\varphi''+\gamma\varphi'+\sin\varphi=i,\qquad \gamma=\frac{1}{RC\omega_p},\qquad i=\frac{I}{I_c}.$$
Here $I$ is the bias current, $e$ is the elementary charge, and $i$ is a current ratio, not the imaginary unit. The physical voltage is $(\hbar\omega_p/2e)\,v$.

The parameter $a$ below belongs to the argument, not to the device. It sets the mean height of the curve $a+\cos\varphi/a$, called `threshold` in the code. This is neither the gap voltage nor a switching voltage. The condition
$$\gamma\left(a+\frac1a\right)+\frac1{2a^2}<i$$
says that the bias supplies more than damping and the ripple of the curve can take away. For $\gamma>0$ and $a>1$ it is sufficient for a running solution to exist, but it does not locate the retrapping current.

## What is proved

`Solves γ i φ v` says that $\varphi'=v$ and $v'=i-\gamma v-\sin\varphi$ at every $t\ge0$. The functions are defined on the whole real line, and the derivatives are two-sided even at $t=0$, but the equation is not required at negative times. The phase is a real number, not an angle modulo $2\pi$, so turns accumulate.

- `threshold_persists`: for $\gamma\ge0$, $a>0$ and the condition above, $v\ge a+\cos\varphi/a$ at $t=0$ implies the same at all later times.
- `hysteresis`: if also $\gamma>0$, $a>1$ and $i<1$, the constant phase $\arcsin i$ is a solution, and from that same phase there starts another solution that stays on or above the curve, with $\varphi\to\infty$.
- `hysteresis_at_weak_damping`: for each $0<i<1$ there is a $\gamma_0>0$ such that a resting and a running solution coexist whenever $0<\gamma<\gamma_0$. Here $\gamma_0$ depends on $i$, so this does not say that a junction with given damping can run at every bias.

Hysteresis here means this coexistence at one bias. Stability of the two states and a slow sweep of the current are not treated. The step to a real device is to accept a classical, noiseless equation with one phase for the whole junction, a sinusoidal supercurrent and constant $R$; thermal fluctuations can switch a junction between the two states.

For simulations of this single-junction, noise-free model, the consequence is that in the stated range the bias alone does not fix the voltage: the initial phase and voltage matter too.

## The derivation

**No downward crossing.** Let $w=v-a-\cos\varphi/a$. Differentiating,
$$w'=i-\gamma v-\sin\varphi+\frac{v\sin\varphi}{a}.$$
Where $w=0$, we have $v=a+\cos\varphi/a$, and the two terms in $\sin\varphi$ alone cancel:
$$w'=i-\gamma\left(a+\frac{\cos\varphi}{a}\right)+\frac{\sin\varphi\cos\varphi}{a^2}.$$
Since $(\sin\varphi+\cos\varphi)^2\ge0$, we have $\sin\varphi\cos\varphi\ge-\tfrac12$. With $\cos\varphi\le1$ this gives
$$w'\ge i-\gamma\left(a+\frac1a\right)-\frac1{2a^2}>0 .$$
Suppose $w(0)\ge0$ but $w(t)<0$ at some later $t$. At the last zero $s$ before $t$, $w$ passes from zero to negative values, so $w'(s)\le0$, a contradiction.

**Running.** Since $\cos\varphi\ge-1$, the voltage satisfies $v\ge a-1/a$, which is positive for $a>1$. Hence $\varphi(t)\ge\varphi(0)+(a-1/a)t\to\infty$.

**Existence.** Given initial values $\varphi_0,v_0$, choose $M\ge|v_0|$ with $\gamma M>|i|+1$. Replace $v$ on the right-hand sides by $c(v)$, its value clipped to $[-M,M]$. The new flow is bounded and Lipschitz, so it has a solution for all time. At $v=M$,
$$v'=i-\gamma M-\sin\varphi\le|i|+1-\gamma M<0,$$
and at $v=-M$ likewise $v'>0$. So $|v|\le M$ for $t\ge0$, the clipping never acts there, and the junction equation itself is solved. Start this solution at $\varphi_0=\arcsin i$ and $v_0=a+\cos\varphi_0/a$ to obtain the running state.

**Rest.** For $\varphi=\arcsin i$ and $v=0$, both derivatives vanish, because $\sin(\arcsin i)=i$.

**Weak damping.** Take $a=1+1/i$ and $\gamma_0=(i/2)/(a+1/a)$. For $\gamma<\gamma_0$ the damping term is below $i/2$. Since $ia=i+1>1$, also $ia^2>a>1$, so $1/(2a^2)<i/2$. The sum is below $i$.

## The complete Lean source

```lean
import Mathlib

open Set Filter Topology
open scoped NNReal

namespace JosephsonHysteresis

noncomputable section

/-- The phase `φ` and reduced voltage `v = φ'` of a junction with damping `γ` and bias
current `i` obey `φ'' + γ φ' + sin φ = i` at all times `t ≥ 0`. -/
structure Solves (γ i : ℝ) (φ v : ℝ → ℝ) : Prop where
  phase : ∀ t, 0 ≤ t → HasDerivAt φ (v t) t
  voltage : ∀ t, 0 ≤ t → HasDerivAt v (i - γ * v t - Real.sin (φ t)) t

/-- The threshold voltage `a + cos φ / a` at phase `φ`, for `a ≠ 0`. -/
def threshold (a x : ℝ) : ℝ := a + Real.cos x / a

/-- A differentiable quantity that starts nonnegative and has a positive derivative whenever it
vanishes stays nonnegative. -/
theorem stays_nonneg {w w' : ℝ → ℝ} (h : ∀ t, 0 ≤ t → HasDerivAt w (w' t) t)
    (h0 : 0 ≤ w 0) (hb : ∀ t, 0 ≤ t → w t = 0 → 0 < w' t) (t : ℝ) (ht : 0 ≤ t) :
    0 ≤ w t :=
  image_le_of_deriv_right_lt_deriv_boundary' (f := fun _ => 0) (f' := fun _ => 0)
    (a := 0) (b := t) continuousOn_const (fun _ _ => hasDerivWithinAt_const _ _ _) h0
    (fun x hx => (h x hx.1).continuousAt.continuousWithinAt)
    (fun x hx => (h x hx.1).hasDerivWithinAt)
    (fun x hx e => hb x hx.1 e.symm) ⟨ht, le_rfl⟩

/-- For `γ ≥ 0`, `a > 0` and `γ (a + 1/a) + 1/(2a²) < i`, the excess of the voltage over the
threshold has a positive rate of change at every point of the threshold curve. -/
theorem threshold_crossed_upwards {γ a i : ℝ} (hγ : 0 ≤ γ) (ha : 0 < a)
    (hi : γ * (a + 1 / a) + 1 / (2 * a ^ 2) < i) (x : ℝ) :
    0 < (i - γ * threshold a x - Real.sin x) + Real.sin x * threshold a x / a := by
  have hc := Real.cos_le_one x
  have h1 : γ * (Real.cos x / a) ≤ γ * (1 / a) := by gcongr
  -- the product of sine and cosine is never below -1/2
  have h2 : 0 ≤ (Real.sin x * Real.cos x + 1 / 2) / a ^ 2 :=
    div_nonneg (by nlinarith [Real.sin_sq_add_cos_sq x, sq_nonneg (Real.sin x + Real.cos x)])
      (by positivity)
  have e : (i - γ * threshold a x - Real.sin x) + Real.sin x * threshold a x / a
      = (i - (γ * (a + 1 / a) + 1 / (2 * a ^ 2))) + (γ * (1 / a) - γ * (Real.cos x / a))
        + (Real.sin x * Real.cos x + 1 / 2) / a ^ 2 := by
    unfold threshold
    field_simp
    ring
  rw [e]
  linarith

/-- For `γ ≥ 0`, `a > 0` and `γ (a + 1/a) + 1/(2a²) < i`, a junction whose voltage is at or
above the threshold at `t = 0` keeps it there at all later times. -/
theorem threshold_persists {γ a i : ℝ} {φ v : ℝ → ℝ} (hγ : 0 ≤ γ) (ha : 0 < a)
    (hi : γ * (a + 1 / a) + 1 / (2 * a ^ 2) < i) (h : Solves γ i φ v)
    (h0 : threshold a (φ 0) ≤ v 0) (t : ℝ) (ht : 0 ≤ t) : threshold a (φ t) ≤ v t := by
  refine sub_nonneg.mp (stays_nonneg (w := fun t => v t - threshold a (φ t))
    (w' := fun t => (i - γ * v t - Real.sin (φ t)) + Real.sin (φ t) * v t / a)
    (fun s hs => ?_) (sub_nonneg.mpr h0) (fun s _ e => ?_) t ht)
  · exact ((h.voltage s hs).fun_sub
      (((h.phase s hs).cos.div_const a).const_add a)).congr_deriv (by ring)
  · have c := threshold_crossed_upwards hγ ha hi (φ s)
    rw [← sub_eq_zero.mp e] at c
    exact c

/-- If `a > 1` and the voltage stays at or above the threshold for `t ≥ 0`, the phase
increases without bound. -/
theorem phase_runs {γ a i : ℝ} {φ v : ℝ → ℝ} (ha : 1 < a) (h : Solves γ i φ v)
    (hv : ∀ t, 0 ≤ t → threshold a (φ t) ≤ v t) : Tendsto φ atTop atTop := by
  have ha0 : 0 < a := by linarith
  have hc : 0 < a - 1 / a := by
    have : 1 / a < 1 := (div_lt_one ha0).mpr ha
    linarith
  -- the voltage is at least a - 1/a, so the phase lies above a rising straight line
  have low : ∀ t, 0 ≤ t → a - 1 / a ≤ v t := fun t ht => by
    have h1 : 0 ≤ (Real.cos (φ t) + 1) / a :=
      div_nonneg (by linarith [Real.neg_one_le_cos (φ t)]) ha0.le
    have h2 := hv t ht
    unfold threshold at h2
    rw [add_div] at h1
    linarith
  have line : ∀ t, 0 ≤ t → φ 0 + (a - 1 / a) * t ≤ φ t := fun t ht =>
    image_le_of_deriv_right_le_deriv_boundary (f := fun s => φ 0 + (a - 1 / a) * s)
      (f' := fun _ => a - 1 / a) (a := 0) (b := t) (by fun_prop)
      (fun x _ => ((((hasDerivAt_id' x).const_mul (a - 1 / a)).const_add
        (φ 0)).congr_deriv (mul_one _)).hasDerivWithinAt)
      (by simp) (fun x hx => (h.phase x hx.1).continuousAt.continuousWithinAt)
      (fun x hx => (h.phase x hx.1).hasDerivWithinAt)
      (fun x hx => low x hx.1) ⟨ht, le_rfl⟩
  exact tendsto_atTop_mono' atTop ((eventually_ge_atTop 0).mono line)
    (tendsto_atTop_add_const_left _ _ (tendsto_id.const_mul_atTop hc))

/-- A bounded Lipschitz flow on a complete normed space has a trajectory through every
point, defined for all time. -/
theorem exists_trajectory {E : Type*} [NormedAddCommGroup E] [NormedSpace ℝ E]
    [CompleteSpace E] {F : E → E} {C K : ℝ≥0} (hK : LipschitzWith K F)
    (hC : ∀ x, ‖F x‖ ≤ C) (x₀ : E) :
    ∃ α : ℝ → E, α 0 = x₀ ∧ ∀ t, HasDerivAt α (F (α t)) t := by
  have loc : ∀ n : ℕ, ∃ α : ℝ → E, α 0 = x₀ ∧
      ∀ t ∈ Ioo (-(n + 1 : ℝ)) (n + 1), HasDerivAt α (F (α t)) t := by
    intro n
    have hn : (0 : ℝ) < n + 1 := by positivity
    have pl : IsPicardLindelof (fun _ => F) (tmin := -(n + 1 : ℝ)) (tmax := n + 1)
        ⟨0, by constructor <;> linarith⟩ x₀ (C * (n + 1)) 0 C K :=
      { lipschitzOnWith := fun _ _ => hK.lipschitzOnWith
        continuousOn := fun _ _ => continuousOn_const
        norm_le := fun _ _ x _ => hC x
        mul_max_le := by
          simp only [sub_zero, zero_sub, neg_neg, max_self, NNReal.coe_mul, NNReal.coe_add,
            NNReal.coe_natCast, NNReal.coe_one, NNReal.coe_zero, le_refl] }
    obtain ⟨α, h0, h⟩ := pl.exists_eq_forall_mem_Icc_hasDerivWithinAt₀
    exact ⟨α, h0, fun t ht =>
      (h t (Ioo_subset_Icc_self ht)).hasDerivAt (Icc_mem_nhds ht.1 ht.2)⟩
  choose α h0 h using loc
  -- uniqueness makes the pieces agree, so they can be glued
  have glue : ∀ (N : ℕ) (s : ℝ), |s| ≤ N → α ⌈|s|⌉₊ s = α N s := by
    intro N s hs
    have hm : (⌈|s|⌉₊ : ℝ) ≤ N := by exact_mod_cast Nat.ceil_le.mpr hs
    have hp : (0 : ℝ) ≤ (⌈|s|⌉₊ : ℝ) := Nat.cast_nonneg _
    exact ODE_solution_unique_of_mem_Ioo (v := fun _ => F) (s := fun _ => univ) (K := K)
      (a := -((⌈|s|⌉₊ : ℝ) + 1)) (b := (⌈|s|⌉₊ : ℝ) + 1) (t₀ := 0)
      (fun _ _ => hK.lipschitzOnWith) ⟨by linarith, by linarith⟩
      (fun r hr => ⟨h _ r hr, mem_univ _⟩)
      (fun r hr => ⟨h N r ⟨by linarith [hr.1], by linarith [hr.2]⟩, mem_univ _⟩)
      ((h0 _).trans (h0 N).symm) (abs_lt.mp (by linarith [Nat.le_ceil |s|]))
  refine ⟨fun t => α ⌈|t|⌉₊ t, h0 _, fun t => ?_⟩
  obtain ⟨N, hN⟩ := exists_nat_gt |t|
  have ev : (fun s => α ⌈|s|⌉₊ s) =ᶠ[𝓝 t] α N := by
    filter_upwards [(isOpen_lt continuous_abs continuous_const).mem_nhds hN] with s hs
    exact glue N s (le_of_lt hs)
  have d := (h N t (abs_lt.mp (by linarith))).congr_of_eventuallyEq ev
  rw [← glue N t hN.le] at d
  exact d

/-- With damping `γ > 0`, every initial phase and voltage has a solution of the junction
equation for all `t ≥ 0`. -/
theorem exists_solution {γ : ℝ} (hγ : 0 < γ) (i φ₀ v₀ : ℝ) :
    ∃ φ v, Solves γ i φ v ∧ φ 0 = φ₀ ∧ v 0 = v₀ := by
  obtain ⟨M, hM, hMv, hMγ⟩ : ∃ M : ℝ, 0 < M ∧ |v₀| ≤ M ∧ |i| + 1 < γ * M := by
    refine ⟨|v₀| + (|i| + 2) / γ, by positivity,
      le_add_of_nonneg_right (by positivity), ?_⟩
    have e : γ * (|v₀| + (|i| + 2) / γ) = γ * |v₀| + (|i| + 2) := by field_simp
    rw [e]
    linarith [mul_nonneg hγ.le (abs_nonneg v₀)]
  -- clip the voltage at ±M to obtain a bounded Lipschitz flow
  let c : ℝ → ℝ := fun x => max (-M) (min x M)
  let F : ℝ × ℝ → ℝ × ℝ := fun p => (c p.2, i - γ * c p.2 - Real.sin p.1)
  have hs : LipschitzWith 1 Real.sin :=
    lipschitzWith_of_nnnorm_deriv_le Real.differentiable_sin fun x =>
      NNReal.coe_le_coe.mp (by
        rw [coe_nnnorm, NNReal.coe_one, Real.deriv_sin, Real.norm_eq_abs]
        exact Real.abs_cos_le_one x)
  have hc : LipschitzWith 1 (fun p : ℝ × ℝ => c p.2) :=
    (LipschitzWith.prod_snd.min_const M).const_max (-M)
  obtain ⟨K, hK⟩ : ∃ K, LipschitzWith K F :=
    ⟨_, hc.prodMk (((LipschitzWith.const i).sub ((lipschitzWith_smul γ).comp hc)).sub
      (hs.comp LipschitzWith.prod_fst))⟩
  have hi := abs_le.mp (le_refl |i|)
  have hF : ∀ p, ‖F p‖ ≤ M + (|i| + γ * M + 1) := by
    intro p
    have l : -M ≤ c p.2 := le_max_left _ _
    have u : c p.2 ≤ M := max_le (by linarith) (min_le_right _ _)
    have l' := mul_le_mul_of_nonneg_left l hγ.le
    have u' := mul_le_mul_of_nonneg_left u hγ.le
    have s1 := Real.sin_le_one p.1
    have s2 := Real.neg_one_le_sin p.1
    have g : 0 < γ * M := mul_pos hγ hM
    rw [Prod.norm_def]
    refine max_le (abs_le.mpr ⟨?_, ?_⟩) (abs_le.mpr ⟨?_, ?_⟩) <;> dsimp only [F] <;>
      linarith [abs_nonneg i]
  obtain ⟨α, h0, h⟩ := exists_trajectory (C := ⟨M + (|i| + γ * M + 1), by positivity⟩)
    hK hF (φ₀, v₀)
  have d1 : ∀ t, HasDerivAt (fun s => (α s).1) (c (α t).2) t := fun t =>
    (ContinuousLinearMap.fst ℝ ℝ ℝ).hasFDerivAt.comp_hasDerivAt t (h t)
  have d2 : ∀ t, HasDerivAt (fun s => (α s).2)
      (i - γ * c (α t).2 - Real.sin (α t).1) t := fun t =>
    (ContinuousLinearMap.snd ℝ ℝ ℝ).hasFDerivAt.comp_hasDerivAt t (h t)
  have hv0 : (α 0).2 = v₀ := by rw [h0]
  have hv := abs_le.mp hMv
  -- damping keeps the voltage between -M and M, where clipping does nothing
  have up : ∀ t, 0 ≤ t → 0 ≤ M - (α t).2 :=
    stays_nonneg (fun t _ => (d2 t).const_sub M) (by rw [hv0]; linarith) fun t _ e => by
      have e1 : (α t).2 = M := by linarith
      have e2 : c (α t).2 = M := by
        rw [e1]
        exact (congrArg (max (-M)) (min_self M)).trans (max_eq_right (by linarith))
      rw [e2]
      linarith [Real.neg_one_le_sin (α t).1]
  have down : ∀ t, 0 ≤ t → 0 ≤ (α t).2 + M :=
    stays_nonneg (fun t _ => (d2 t).add_const M) (by rw [hv0]; linarith) fun t _ e => by
      have e1 : (α t).2 = -M := by linarith
      have e2 : c (α t).2 = -M := by
        rw [e1]
        exact max_eq_left (min_le_left _ _)
      rw [e2]
      linarith [Real.sin_le_one (α t).1]
  have free : ∀ t, 0 ≤ t → c (α t).2 = (α t).2 := fun t ht => by
    have u := up t ht
    have l := down t ht
    dsimp only [c]
    rw [min_eq_left (by linarith), max_eq_right (by linarith)]
  refine ⟨fun t => (α t).1, fun t => (α t).2, ⟨fun t ht => ?_, fun t ht => ?_⟩, ?_, hv0⟩
  · exact (d1 t).congr_deriv (free t ht)
  · exact (d2 t).congr_deriv (by rw [free t ht])
  · simp only [h0]

/-- Hysteresis: for `γ > 0`, `a > 1` and `γ (a + 1/a) + 1/(2a²) < i < 1`, the junction can
rest at the phase `arcsin i`, and from the same phase there is also a solution that stays at
or above the threshold voltage and whose phase grows without bound. -/
theorem hysteresis {γ a i : ℝ} (hγ : 0 < γ) (ha : 1 < a)
    (hi : γ * (a + 1 / a) + 1 / (2 * a ^ 2) < i) (hi1 : i < 1) :
    Solves γ i (fun _ => Real.arcsin i) (fun _ => 0) ∧
    ∃ φ v, Solves γ i φ v ∧ φ 0 = Real.arcsin i ∧
      (∀ t, 0 ≤ t → threshold a (φ t) ≤ v t) ∧ Tendsto φ atTop atTop := by
  have ha0 : 0 < a := by linarith
  have hpos : 0 < γ * (a + 1 / a) + 1 / (2 * a ^ 2) := by positivity
  refine ⟨⟨fun t _ => hasDerivAt_const t _, fun t _ => ?_⟩, ?_⟩
  · refine (hasDerivAt_const t (0 : ℝ)).congr_deriv ?_
    rw [Real.sin_arcsin (by linarith) hi1.le]
    ring
  · obtain ⟨φ, v, h, hφ, hv⟩ :=
      exists_solution hγ i (Real.arcsin i) (threshold a (Real.arcsin i))
    have p := threshold_persists hγ.le ha0 hi h (by rw [hφ, hv])
    exact ⟨φ, v, h, hφ, p, phase_runs ha h p⟩

/-- For every bias `0 < i < 1` and all sufficiently weak damping `γ > 0`, the resting
solution at `arcsin i` coexists with a solution whose phase grows without bound. -/
theorem hysteresis_at_weak_damping {i : ℝ} (h0 : 0 < i) (h1 : i < 1) :
    ∃ γ₀ > 0, ∀ γ, 0 < γ → γ < γ₀ →
      Solves γ i (fun _ => Real.arcsin i) (fun _ => 0) ∧
      ∃ φ v, Solves γ i φ v ∧ Tendsto φ atTop atTop := by
  obtain ⟨a, ha, hia⟩ : ∃ a : ℝ, 1 < a ∧ 1 < i * a := by
    refine ⟨1 + 1 / i, lt_add_of_pos_right 1 (by positivity), ?_⟩
    have e : i * (1 + 1 / i) = i + 1 := by field_simp
    rw [e]
    linarith
  have ha0 : 0 < a := by linarith
  have hs : 0 < a + 1 / a := by positivity
  refine ⟨i / 2 / (a + 1 / a), by positivity, fun γ hγ hlt => ?_⟩
  -- each of the two terms in the condition is below i/2
  have t1 : γ * (a + 1 / a) < i / 2 := (lt_div_iff₀ hs).mp hlt
  have t2 : 1 / (2 * a ^ 2) < i / 2 := by
    rw [div_lt_iff₀ (by positivity)]
    nlinarith [mul_pos (sub_pos.mpr hia) ha0]
  obtain ⟨rest, φ, v, h, -, -, run⟩ := hysteresis hγ ha (by linarith) h1
  exact ⟨rest, φ, v, h, run⟩

end

end JosephsonHysteresis
```

```lean
#print axioms JosephsonHysteresis.hysteresis_at_weak_damping
-- 'JosephsonHysteresis.hysteresis_at_weak_damping' depends on axioms: [propext, Classical.choice, Quot.sound]
```

## A barrier checked only at contact

The last-zero argument is supplied by Mathlib's `image_le_of_deriv_right_lt_deriv_boundary'`. It compares a function $f$ with a boundary $B$ on an interval. If $f\le B$ at the left end, and $f'<B'$ at each point where the two touch, then $f\le B$ throughout. Continuity and right derivatives suffice.

`stays_nonneg` applies it with $f=0$ and $B=w$. Nothing has to be known about $w'$ away from the zeros of $w$, which is why the calculation on the curve is enough. The inequality at contact is strict for a reason: $w(t)=-t^3$ has zero derivative at its only zero and still becomes negative.

The lemma serves three times: for the threshold, and for the bounds `up` and `down` that keep the voltage within $\pm M$. In `phase_runs`, a companion lemma compares the phase with a straight line; it allows equal slopes but needs the slope inequality along the whole interval.

## From the curve to a global solution

`threshold_crossed_upwards` is the estimate on the curve. Its identity `e` splits the rate into a positive margin and two nonnegative remainders, one from $\cos\varphi\le1$ and one from $\sin\varphi\cos\varphi\ge-\tfrac12$. `threshold_persists` differentiates $w$ and passes this estimate to `stays_nonneg`.

`exists_trajectory` applies Picard–Lindelöf on $[-(n+1),n+1]$ for each natural number $n$. Uniqueness, in `glue`, shows that the pieces agree where they overlap. The global curve uses piece number $\lceil|t|\rceil$ at time $t$; near any given time it coincides with one single piece, and so inherits its derivative.

`exists_solution` builds the clipped flow `F`, and `free` records that clipping does nothing for $t\ge0$. `hysteresis` then combines the solution started on the curve with `threshold_persists` and `phase_runs`, and the last theorem inserts the choice of $a$ and $\gamma_0$ given above.
